# To first order, doubles change a two-electron determinant's ⟨S²⟩ by at most 2‖T‖ times its contamination

Let \(a\) (spin up) and \(b\) (spin down) be real unit orbitals with overlap \(s=a^Tb\). Their determinant has \(\langle S^2\rangle=1-s^2\), its contamination relative to a singlet. Let the real matrix \(T\) hold the amplitudes of a doubles correction to this determinant, which keeps coefficient 1: \(T_{pq}\) belongs to spin up in \(p\) and spin down in \(q\), in an orthonormal orbital basis. Doubles means \(a^TT=0\) and \(Tb=0\). Let \(\tau\) be the Frobenius norm of \(T\). Adding \(T\) changes \(\langle S^2\rangle\) to first order by at most

\[
2\tau(1-s^2).
\]

For one double excitation \(T=t\,a'b'^T\) with unit \(a'\perp a\) and \(b'\perp b\), \(\tau=|t|\). The finite-amplitude bound derived below shows that small doubles remove only a small fraction of the contamination.

## Checking ⟨S²⟩ after an unrestricted doubles correction

For two electrons with \(M_s=0\), a code that computes the first-order change in \(\langle S^2\rangle\) due to a doubles correction to an unrestricted determinant with real orbitals can test it against this bound. The difference between the full values before and after the correction also contains higher-order terms and can exceed the bound. The amplitudes must refer to an orthonormal basis and to a reference with coefficient 1. A violation beyond rounding error points to an error in the overlap, the norm or the spin formula, or to amplitudes that break the doubles conditions. Wrong amplitudes that still meet these conditions are not detected, because the bound holds for them too.

## From spin operators to the bound

Let \(M_{pq}\) be the amplitude for spin up in \(p\) and spin down in \(q\). Antisymmetry makes the down-up amplitude \(-M_{qp}\). Use \(S^2=S_-S_++S_z^2+S_z\) with \(\hbar=1\). The \(S_z\) terms vanish, \(S_+\) gives the up-up amplitude \(M_{pq}-M_{qp}\), and \(S_-\) returns that value to both mixed components. Hence \(S_2M=M-M^T\).

With \(\langle A,B\rangle=\sum_{ij}A_{ij}B_{ij}\),

\[
\langle ab^T,S_2(ab^T)\rangle=\langle ab^T,ab^T-ba^T\rangle=1-s^2 .
\]

Since \(\langle ab^T,T\rangle=a^TTb=0\) and \(S_2\) is symmetric, the normalised expectation value for \(ab^T+\varepsilon T\) is

\[
\frac{1-s^2+2\varepsilon\langle ab^T,S_2T\rangle+\varepsilon^2\langle T,S_2T\rangle}{1+\varepsilon^2\tau^2}.
\]

Its derivative at \(\varepsilon=0\) is \(2\langle ab^T,S_2T\rangle\). The cross term is

\[
\langle ab^T,S_2T\rangle=a^TTb-b^TTa=-b^TTa .
\]

Set \(u=b-sa\) and \(v=a-sb\). The doubles conditions give \(u^TTv=b^TTa\), and \(u^Tu=v^Tv=1-s^2\). By Cauchy–Schwarz,

\[
|b^TTa|=|\langle uv^T,T\rangle|\le\|u\|\,\|v\|\,\tau=(1-s^2)\tau .
\]

Doubling this gives the bound. For the full correction, set \(\varepsilon=1\) and use \(\langle T,S_2T\rangle=\tfrac12\sum_{ij}(T_{ij}-T_{ji})^2\ge0\):

\[
\langle S^2\rangle\ge\frac{(1-s^2)(1-2\tau)}{1+\tau^2}.
\]

This is informative when \(\tau<1/2\) and \(s^2<1\).

At \(s=0\) in two orbitals, take \(a=e_1\), \(b=e_2\), \(T=-t\,e_2e_1^T\). Then \(\langle S^2\rangle=(1+t)^2/(1+t^2)\): the first-order change is \(2t\), which attains the bound, while the large amplitude \(t=-1\) gives a pure singlet.

## The Lean file

```lean
import Mathlib

open Matrix

namespace OpenShellSpinContamination

noncomputable section

variable {n : Type*}

/-- The one-electron spin raising matrix, in the basis (up, down). -/
def sPlus : Matrix (Fin 2) (Fin 2) ℝ := !![0, 1; 0, 0]

/-- The one-electron spin lowering matrix. -/
def sMinus : Matrix (Fin 2) (Fin 2) ℝ := !![0, 0; 1, 0]

/-- The one-electron matrix of the spin projection, in units of ħ. -/
def sZ : Matrix (Fin 2) (Fin 2) ℝ := !![1 / 2, 0; 0, -1 / 2]

/-- The sum of a spin operator over both electrons, acting on a two-spin amplitude `V σ τ`. -/
def total (O V : Matrix (Fin 2) (Fin 2) ℝ) : Matrix (Fin 2) (Fin 2) ℝ := O * V + V * Oᵀ

/-- The total spin squared of two electrons, `S₋ S₊ + S_z² + S_z`. -/
def spinSq (V : Matrix (Fin 2) (Fin 2) ℝ) : Matrix (Fin 2) (Fin 2) ℝ :=
  total sMinus (total sPlus V) + total sZ (total sZ V) + total sZ V

/-- Spin components, at orbitals `p` and `q`, of the antisymmetric two-electron state in which
`M p q` is the amplitude for spin up in `p` and spin down in `q`. -/
def pairSpin (M : Matrix n n ℝ) (p q : n) : Matrix (Fin 2) (Fin 2) ℝ :=
  !![0, M p q; -M q p, 0]

/-- The action of total spin squared on up-down amplitudes. -/
def S2 (M : Matrix n n ℝ) : Matrix n n ℝ := M - Mᵀ

/-- Total spin squared, built from the spin matrices of the two electrons, acts on the
up-down amplitude as `M ↦ M - Mᵀ`. -/
theorem spinSq_pairSpin (M : Matrix n n ℝ) (p q : n) :
    spinSq (pairSpin M p q) = pairSpin (S2 M) p q := by
  -- entries of a summed one-electron spin operator
  have ht : ∀ (O V : Matrix (Fin 2) (Fin 2) ℝ) (i j : Fin 2), total O V i j =
      O i 0 * V 0 j + O i 1 * V 1 j + (V i 0 * O j 0 + V i 1 * O j 1) := by
    intro O V i j
    simp only [total, Matrix.add_apply, Matrix.mul_apply, Matrix.transpose_apply,
      Fin.sum_univ_two]
  ext i j
  fin_cases i <;> fin_cases j <;>
    simp [spinSq, ht, sPlus, sMinus, sZ, pairSpin, S2] <;> ring

variable [Fintype n]

/-- The inner product of two real two-electron amplitudes. -/
def ip (A B : Matrix n n ℝ) : ℝ := ∑ i, ∑ j, A i j * B i j

/-- The norm of a two-electron amplitude. -/
def ampNorm (T : Matrix n n ℝ) : ℝ := √(ip T T)

/-- The normalised expectation value of total spin squared, for a nonzero amplitude. -/
def spinExp (M : Matrix n n ℝ) : ℝ := ip M (S2 M) / ip M M

/-- The inner product of an orbital product with an amplitude is a matrix element of it. -/
theorem ip_outer (u v : n → ℝ) (M : Matrix n n ℝ) :
    ip (vecMulVec u v) M = u ⬝ᵥ M *ᵥ v := by
  simp only [ip, vecMulVec_apply, dotProduct, mulVec, Finset.mul_sum]
  exact Finset.sum_congr rfl fun i _ => Finset.sum_congr rfl fun j _ => by ring

/-- The inner product of two orbital products is the product of the orbital overlaps. -/
theorem ip_outer_outer (u v x y : n → ℝ) :
    ip (vecMulVec u v) (vecMulVec x y) = (u ⬝ᵥ x) * (v ⬝ᵥ y) := by
  simp only [ip, vecMulVec_apply, dotProduct, Finset.sum_mul_sum]
  exact Finset.sum_congr rfl fun i _ => Finset.sum_congr rfl fun j _ => by ring

/-- A determinant with unit orbitals `a` (spin up) and `b` (spin down) has mean total spin squared
equal to one minus the squared overlap. -/
theorem reference_contamination (a b : n → ℝ) (ha : a ⬝ᵥ a = 1) (hb : b ⬝ᵥ b = 1) :
    ip (vecMulVec a b) (S2 (vecMulVec a b)) = 1 - (a ⬝ᵥ b) ^ 2 := by
  have e : S2 (vecMulVec a b) = vecMulVec a b - vecMulVec b a := by
    ext i j
    simp [S2, vecMulVec_apply, mul_comm]
  rw [e, ip_outer, sub_mulVec, dotProduct_sub, ← ip_outer, ← ip_outer, ip_outer_outer,
    ip_outer_outer, ha, hb, dotProduct_comm b a]
  ring

/-- Spin expectation value of a determinant with unit orbitals plus `ε` times a correction `T`
that annihilates the spin-down orbital `b`. -/
theorem spinExp_expand (a b : n → ℝ) (T : Matrix n n ℝ) (ha : a ⬝ᵥ a = 1) (hb : b ⬝ᵥ b = 1)
    (hTb : T *ᵥ b = 0) (ε : ℝ) :
    spinExp (vecMulVec a b + ε • T) =
      (1 - (a ⬝ᵥ b) ^ 2 + ε * (2 * ip (vecMulVec a b) (S2 T)) + ε ^ 2 * ip T (S2 T)) /
        (1 + ε ^ 2 * ip T T) := by
  have lin : ∀ A B C E : Matrix n n ℝ, ip (A + ε • B) (C + ε • E) =
      ip A C + ε * (ip A E + ip B C) + ε ^ 2 * ip B E := by
    intro A B C E
    simp only [ip, Matrix.add_apply, Matrix.smul_apply, smul_eq_mul, Finset.mul_sum,
      ← Finset.sum_add_distrib]
    exact Finset.sum_congr rfl fun i _ => Finset.sum_congr rfl fun j _ => by ring
  have hS : S2 (vecMulVec a b + ε • T) = S2 (vecMulVec a b) + ε • S2 T := by
    ext i j
    simp only [S2, Matrix.add_apply, Matrix.sub_apply, Matrix.smul_apply,
      Matrix.transpose_apply, smul_eq_mul]
    ring
  -- total spin squared is a symmetric operator
  have sym : ∀ A B : Matrix n n ℝ, ip A (S2 B) = ip B (S2 A) := by
    intro A B
    have h1 : ∑ i, ∑ j, A i j * B j i = ∑ i, ∑ j, B i j * A j i :=
      Finset.sum_comm.trans
        (Finset.sum_congr rfl fun i _ => Finset.sum_congr rfl fun j _ => mul_comm _ _)
    have h2 : ∑ i, ∑ j, A i j * B i j = ∑ i, ∑ j, B i j * A i j :=
      Finset.sum_congr rfl fun i _ => Finset.sum_congr rfl fun j _ => mul_comm _ _
    simp only [ip, S2, Matrix.sub_apply, Matrix.transpose_apply, mul_sub,
      Finset.sum_sub_distrib]
    linarith
  have h0 : ip (vecMulVec a b) T = 0 := by rw [ip_outer, hTb, dotProduct_zero]
  have h0' : ip T (vecMulVec a b) = 0 := by
    rw [← h0]
    exact Finset.sum_congr rfl fun i _ => Finset.sum_congr rfl fun j _ => mul_comm _ _
  rw [spinExp, hS, lin, lin, sym T (vecMulVec a b), reference_contamination a b ha hb,
    ip_outer_outer, ha, hb, h0, h0']
  congr 1 <;> ring

/-- For unit orbitals and a correction `T` that annihilates `b`, the first-order change of the
normalised spin expectation value is twice the cross term. -/
theorem hasDerivAt_spinExp (a b : n → ℝ) (T : Matrix n n ℝ) (ha : a ⬝ᵥ a = 1)
    (hb : b ⬝ᵥ b = 1) (hTb : T *ᵥ b = 0) :
    HasDerivAt (fun ε : ℝ => spinExp (vecMulVec a b + ε • T))
      (2 * ip (vecMulVec a b) (S2 T)) 0 := by
  have key : ∀ A B C N : ℝ,
      HasDerivAt (fun ε : ℝ => (A + ε * B + ε ^ 2 * C) / (1 + ε ^ 2 * N)) B 0 := by
    intro A B C N
    have h1 := (((hasDerivAt_id' (0 : ℝ)).mul_const B).const_add A).fun_add
      ((hasDerivAt_pow 2 (0 : ℝ)).mul_const C)
    have h2 := ((hasDerivAt_pow 2 (0 : ℝ)).mul_const N).const_add 1
    exact (h1.fun_div h2 (by norm_num)).congr_deriv (by norm_num)
  rw [funext (spinExp_expand a b T ha hb hTb)]
  exact key _ _ _ _

/-- For unit orbitals `a`, `b` and any doubles amplitude `T` (no component on `a` for spin up or
on `b` for spin down), the first-order change of total spin squared is at most twice the norm
of `T` times the contamination of the reference. -/
theorem first_order_bound (a b : n → ℝ) (T : Matrix n n ℝ) (ha : a ⬝ᵥ a = 1)
    (hb : b ⬝ᵥ b = 1) (haT : a ᵥ* T = 0) (hTb : T *ᵥ b = 0) :
    |2 * ip (vecMulVec a b) (S2 T)| ≤ 2 * ampNorm T * (1 - (a ⬝ᵥ b) ^ 2) := by
  have hcross : ip (vecMulVec a b) (S2 T) = -(b ⬝ᵥ T *ᵥ a) := by
    rw [ip_outer, S2, sub_mulVec, hTb, zero_sub, dotProduct_neg, mulVec_transpose,
      dotProduct_comm a, ← dotProduct_mulVec]
  -- only the parts of b orthogonal to a, and of a orthogonal to b, contribute
  have hproj : ip (vecMulVec (b - (a ⬝ᵥ b) • a) (a - (a ⬝ᵥ b) • b)) T = b ⬝ᵥ T *ᵥ a := by
    have h0 : a ⬝ᵥ T *ᵥ a = 0 := by rw [dotProduct_mulVec, haT, zero_dotProduct]
    rw [ip_outer, mulVec_sub, mulVec_smul, hTb, smul_zero, sub_zero, sub_dotProduct,
      smul_dotProduct, h0, smul_zero, sub_zero]
  have hu : (b - (a ⬝ᵥ b) • a) ⬝ᵥ (b - (a ⬝ᵥ b) • a) = 1 - (a ⬝ᵥ b) ^ 2 := by
    simp only [sub_dotProduct, dotProduct_sub, smul_dotProduct, dotProduct_smul, smul_eq_mul,
      ha, hb, dotProduct_comm b a]
    ring
  have hv : (a - (a ⬝ᵥ b) • b) ⬝ᵥ (a - (a ⬝ᵥ b) • b) = 1 - (a ⬝ᵥ b) ^ 2 := by
    simp only [sub_dotProduct, dotProduct_sub, smul_dotProduct, dotProduct_smul, smul_eq_mul,
      ha, hb, dotProduct_comm b a]
    ring
  have hpos : 0 ≤ 1 - (a ⬝ᵥ b) ^ 2 := by
    rw [← hu]
    exact Finset.sum_nonneg fun i _ => mul_self_nonneg _
  have hT : 0 ≤ ip T T :=
    Finset.sum_nonneg fun i _ => Finset.sum_nonneg fun j _ => mul_self_nonneg _
  have cs : ∀ A B : Matrix n n ℝ, ip A B ^ 2 ≤ ip A A * ip B B := by
    intro A B
    have h := Finset.sum_mul_sq_le_sq_mul_sq (Finset.univ : Finset (n × n))
      (fun p => A p.1 p.2) (fun p => B p.1 p.2)
    simpa only [ip, Fintype.sum_prod_type, pow_two] using h
  have h := cs (vecMulVec (b - (a ⬝ᵥ b) • a) (a - (a ⬝ᵥ b) • b)) T
  rw [hproj, ip_outer_outer, hu, hv] at h
  have habs : |b ⬝ᵥ T *ᵥ a| ≤ ampNorm T * (1 - (a ⬝ᵥ b) ^ 2) := by
    refine abs_le_of_sq_le_sq ?_ (mul_nonneg (Real.sqrt_nonneg _) hpos)
    rw [mul_pow, ampNorm, Real.sq_sqrt hT]
    linarith
  rw [hcross, abs_mul, abs_neg, abs_two]
  linarith

/-- For unit orbitals and a doubles amplitude `T`, the normalised spin expectation value of the
corrected state keeps at least the stated fraction of the reference contamination. -/
theorem remaining_contamination (a b : n → ℝ) (T : Matrix n n ℝ) (ha : a ⬝ᵥ a = 1)
    (hb : b ⬝ᵥ b = 1) (haT : a ᵥ* T = 0) (hTb : T *ᵥ b = 0) :
    (1 - (a ⬝ᵥ b) ^ 2) * (1 - 2 * ampNorm T) / (1 + ampNorm T ^ 2) ≤
      spinExp (vecMulVec a b + T) := by
  have e := spinExp_expand a b T ha hb hTb 1
  have hN : ampNorm T ^ 2 = ip T T := Real.sq_sqrt
    (Finset.sum_nonneg fun i _ => Finset.sum_nonneg fun j _ => mul_self_nonneg _)
  -- total spin squared is nonnegative on the doubles part
  have hq : 0 ≤ ip T (S2 T) := by
    have h1 : ∑ i, ∑ j, T i j * (T i j - T j i) = ∑ i, ∑ j, T j i * (T j i - T i j) :=
      Finset.sum_comm
    have h2 : ∑ i, ∑ j, T i j * (T i j - T j i) + ∑ i, ∑ j, T j i * (T j i - T i j) =
        ∑ i, ∑ j, (T i j - T j i) ^ 2 := by
      simp only [← Finset.sum_add_distrib]
      exact Finset.sum_congr rfl fun i _ => Finset.sum_congr rfl fun j _ => by ring
    have h3 : 0 ≤ ∑ i, ∑ j, (T i j - T j i) ^ 2 :=
      Finset.sum_nonneg fun i _ => Finset.sum_nonneg fun j _ => sq_nonneg _
    simp only [ip, S2, Matrix.sub_apply, Matrix.transpose_apply]
    linarith
  have hb1 := (abs_le.1 (first_order_bound a b T ha hb haT hTb)).1
  rw [one_smul, one_pow, one_mul, one_mul, one_mul, ← hN] at e
  rw [e]
  refine div_le_div_of_nonneg_right ?_ (by positivity)
  linarith

/-- For unit orbitals, with `a'` orthogonal to `a` and `b'` orthogonal to `b`, a single double
excitation of amplitude `t` changes total spin squared to first order by at most `2|t|` times
the reference contamination. -/
theorem single_double_bound (a b a' b' : n → ℝ) (t : ℝ) (ha : a ⬝ᵥ a = 1) (hb : b ⬝ᵥ b = 1)
    (ha' : a' ⬝ᵥ a' = 1) (hb' : b' ⬝ᵥ b' = 1) (haa' : a ⬝ᵥ a' = 0) (hbb' : b' ⬝ᵥ b = 0) :
    |2 * ip (vecMulVec a b) (S2 (t • vecMulVec a' b'))| ≤ 2 * |t| * (1 - (a ⬝ᵥ b) ^ 2) := by
  have e : t • vecMulVec a' b' = vecMulVec (t • a') b' := by
    ext i j
    simp [vecMulVec_apply, mul_assoc]
  have hnorm : ampNorm (vecMulVec (t • a') b') = |t| := by
    rw [ampNorm, ip_outer_outer, smul_dotProduct, dotProduct_smul, ha', hb', smul_eq_mul,
      smul_eq_mul, mul_one, mul_one, Real.sqrt_mul_self_eq_abs]
  have h1 : a ᵥ* vecMulVec (t • a') b' = 0 := by
    ext j
    have h : (a ᵥ* vecMulVec (t • a') b') j = (a ⬝ᵥ (t • a')) * b' j := by
      simp only [vecMul, dotProduct, vecMulVec_apply, Finset.sum_mul, mul_assoc]
    rw [h, dotProduct_smul, haa', smul_zero, zero_mul, Pi.zero_apply]
  have h2 : vecMulVec (t • a') b' *ᵥ b = 0 := by
    ext i
    have h : (vecMulVec (t • a') b' *ᵥ b) i = (t • a') i * (b' ⬝ᵥ b) := by
      simp only [mulVec, dotProduct, vecMulVec_apply, Finset.mul_sum, mul_assoc]
    rw [h, hbb', mul_zero, Pi.zero_apply]
  rw [e, ← hnorm]
  exact first_order_bound a b _ ha hb h1 h2

/-- In a two-orbital space, with `c² + d² = 1`, the double excitation from `(1,0)`, `(c,d)` to
`(0,1)`, `(-d,c)` attains the first-order bound for every amplitude `t`. -/
theorem bound_sharp (c d t : ℝ) (h : c ^ 2 + d ^ 2 = 1) :
    |2 * ip (vecMulVec ![1, 0] ![c, d]) (S2 (t • vecMulVec ![0, 1] ![-d, c]))| =
      2 * |t| * (1 - ((![1, 0] : Fin 2 → ℝ) ⬝ᵥ ![c, d]) ^ 2) := by
  have e : ip (vecMulVec ![1, 0] ![c, d]) (S2 (t • vecMulVec ![0, 1] ![-d, c])) =
      t * d ^ 2 := by
    simp [ip, S2, vecMulVec_apply, Fin.sum_univ_two]
    ring
  have hs : (![1, 0] : Fin 2 → ℝ) ⬝ᵥ ![c, d] = c := by
    simp [dotProduct, Fin.sum_univ_two]
  rw [e, hs, abs_mul, abs_mul, abs_two, abs_of_nonneg (sq_nonneg d)]
  linear_combination 2 * |t| * h

end

end OpenShellSpinContamination
```

```lean
#print axioms OpenShellSpinContamination.first_order_bound
#print axioms OpenShellSpinContamination.remaining_contamination
#print axioms OpenShellSpinContamination.single_double_bound
#print axioms OpenShellSpinContamination.bound_sharp
```

```
'OpenShellSpinContamination.first_order_bound' depends on axioms: [propext, Classical.choice, Quot.sound]
'OpenShellSpinContamination.remaining_contamination' depends on axioms: [propext, Classical.choice, Quot.sound]
'OpenShellSpinContamination.single_double_bound' depends on axioms: [propext, Classical.choice, Quot.sound]
'OpenShellSpinContamination.bound_sharp' depends on axioms: [propext, Classical.choice, Quot.sound]
```

## What the theorems cover, and how they are proved

The finite type `n` labels an orthonormal spatial basis. `vecMulVec a b` is \(ab^T\), `ip` is the Frobenius inner product, `ampNorm T` is \(\tau\), and `spinExp` is the normalised expectation value. In the docstring of `total`, `τ` is instead a spin index. The hypotheses `a ᵥ* T = 0` and `T *ᵥ b = 0` exclude the reference and single excitations from \(T\).

`spinSq_pairSpin` derives \(S_2\) by checking the four spin components. `reference_contamination` evaluates the determinant. `spinExp_expand` gives the quotient above, using bilinearity (`lin`) and symmetry (`sym`), and `hasDerivAt_spinExp` differentiates it.

In `first_order_bound`, `hcross` reduces the cross term, `hproj` inserts \(u\) and \(v\), `hu` and `hv` compute their squared norms, and `cs` is Cauchy–Schwarz. `remaining_contamination` adds positivity to obtain the finite-amplitude bound. `single_double_bound` specialises to \(t\,a'b'^T\), and `bound_sharp` shows equality for a two-orbital family at every overlap \(s=c\) with \(|c|\le1\).

The model has two electrons, real orbitals and \(M_s=0\). It contains no Hamiltonian: \(T\) is any amplitude meeting the doubles conditions, not one computed from perturbation theory. The theorems give no bound for corrections with singles or for more electrons, and they say nothing about rounding in a floating-point implementation.
